# A classical easy-axis spin with anisotropy K in a reduced axial field |h| ≤ 1 reverses from −z to +z over a barrier of K(1 − h)²

Q: Before any barrier is discussed, what is the spin, what is the energy, and which way does the field point?

A: The spin is a classical vector $s=(s_x,s_y,s_z)$ of unit length, and its energy is

$$E(s)=K(1-s_z^2)-2Kh\,s_z .$$

Here $K\ge 0$ is the anisotropy energy of the whole particle. For $K>0$ it makes the $z$ axis easy; at $K=0$ the energy above is identically zero. It stands for whatever spin-orbit or shape effect prefers that axis, and it is put in by hand. The number $h$ is the field along $z$ in units of the anisotropy field: for a moment of size $\mu$ in a field $B$ and $K>0$, $h=\mu B/(2K)$, so the second term is the Zeeman energy $-\mu B\,s_z$, and a positive $h$ favours $+z$. Reversal starts at $-z$.

In Lean 4 with Mathlib:

```lean
import Mathlib

open Set Matrix

namespace StonerWohlfarthBarrier

noncomputable section
```

In the code a `Spin` is any real triple, indexed from 0, so `s 2` is $s_z$.

```lean
/-- A classical spin vector with components x, y, z. -/
abbrev Spin := Fin 3 → ℝ

/-- Energy of a spin with uniaxial anisotropy `K` along z and reduced field `h` along z. -/
def energy (K h : ℝ) (s : Spin) : ℝ := K * (1 - s 2 ^ 2) - 2 * K * h * s 2

/-- The spin pointing along -z. -/
def spinDown : Spin := ![0, 0, -1]

/-- The spin pointing along +z. -/
def spinUp : Spin := ![0, 0, 1]
```

Q: Any real triple? Then the spin could shrink to zero on its way and avoid the sphere altogether.

A: Not on an admissible path. `IsReversalPath` demands `γ t ⬝ᵥ γ t = 1` for every $t$ in $[0,1]$, together with continuity there and the two endpoints. What `γ` does outside $[0,1]$ is irrelevant.

```lean
/-- A continuous path of unit spins, parametrized by [0, 1], leading from -z to +z. -/
structure IsReversalPath (γ : ℝ → Spin) : Prop where
  continuousOn : ContinuousOn γ (Icc 0 1)
  unit : ∀ t ∈ Icc (0 : ℝ) 1, γ t ⬝ᵥ γ t = 1
  start : γ 0 = spinDown
  finish : γ 1 = spinUp
```

The explicit candidates are half great circles at azimuth $\varphi$, with $s_z=-\cos\pi t$.

```lean
/-- Half of a great circle from -z to +z at azimuth `φ`, traversed at uniform speed. -/
def meridian (φ t : ℝ) : Spin :=
  ![Real.sin (Real.pi * t) * Real.cos φ, Real.sin (Real.pi * t) * Real.sin φ,
    -Real.cos (Real.pi * t)]
```

Q: Show me the barrier by hand first.

A: Complete the square:

$$E(s)=K-Ks_z^2-2Kh\,s_z=K(1+h^2)-K(s_z+h)^2 .$$

Since $K\ge0$, no spin has energy above $K(1+h^2)$. Along a reversal path $s_z$ runs continuously from $-1$ to $1$. If $|h|\le1$, the value $-h$ lies between these, so by the intermediate value theorem the path crosses the latitude $s_z=-h$. There the square vanishes and $E=K(1+h^2)$. The maximum along every path is therefore exactly $K(1+h^2)$.

The starting energy is $E(-z)=K(1-1)+2Kh=2Kh$, and the rise is

$$K(1+h^2)-2Kh=K(1-h)^2 .$$

On a half great circle the crossing occurs when $\cos\pi t=h$, that is, at $t=\arccos(h)/\pi$.

Q: So all paths have the same peak? I expected a minimax problem in which bad paths climb higher.

A: In general they do. Here the energy depends on $s_z$ alone, and for $K>0$ its maximum over the sphere is attained on a full circle of latitude that separates the two poles when $|h|<1$. At $h=\pm1$ that circle shrinks to a pole, which is an endpoint of the path. A transverse field would remove the axial symmetry, and the peak would then depend on the route.

Q: How does the formal statement express "the barrier"?

A: `stoner_wohlfarth_barrier` considers the set of numbers `ΔE` for which some reversal path has `ΔE` as its greatest energy rise above $-z$. It states that $K(1-h)^2$ is the least element of this set. `IsGreatest` means that the value is reached on the path and never exceeded; `IsLeast` means that some path realises the barrier and none has a smaller one. The hypotheses are `0 ≤ K` and `|h| ≤ 1`, which include, for $K>0$, the range $0<h<1$ where the field pushes towards $+z$ without yet removing the barrier.

Q: The Stoner-Wohlfarth model allows a field at any angle. Is that covered?

A: No, the field lies along the easy axis. The particle is also a single rigid moment, so reversal by domain walls or other non-uniform modes is absent, as are temperature, dynamics and switching rates.

Q: Would a different encoding of the paths have changed anything?

A: The paths could have been typed as continuous maps from the unit interval into the unit sphere of three-dimensional Euclidean space. The length constraint would then sit in the type and not in a field of the structure, and each great circle would need its unit length proved before it could be written down as a path. The barrier would be the same. With plain triples the dot product is the right way to state unit length, because the default norm on `Fin 3 → ℝ` is the largest absolute component.

Q: Now the proof. Where does the completed square enter?

A: At the start, as an identity valid for all real $K$, $h$ and all triples. The energy of the initial state follows by substituting $s_z=-1$.

```lean
/-- The energy is `K (1 + h²)` minus `K` times the squared distance of the z component from `-h`. -/
theorem energy_eq (K h : ℝ) (s : Spin) :
    energy K h s = K * (1 + h ^ 2) - K * (s 2 + h) ^ 2 := by
  unfold energy
  ring

/-- The spin along -z has energy `2 K h`. -/
theorem energy_spinDown (K h : ℝ) : energy K h spinDown = 2 * K * h := by
  have hz : spinDown 2 = -1 := by simp [spinDown]
  unfold energy
  rw [hz]
  ring
```

Q: And the crossing argument?

A: That is `path_peak`. Continuity of the vector path gives continuity of its $z$ component, and the endpoints give the values $-1$ and $1$. `intermediate_value_Icc` then supplies a time $t$ with $s_z=-h$. The first half of the conclusion evaluates the energy there; the second half uses $K(s_z+h)^2\ge0$ at every other time.

```lean
/-- For `K ≥ 0` and `|h| ≤ 1`, the highest energy on every reversal path is exactly `K (1 + h²)`. -/
theorem path_peak {K h : ℝ} (hK : 0 ≤ K) (hh : |h| ≤ 1) {γ : ℝ → Spin}
    (hγ : IsReversalPath γ) :
    IsGreatest ((fun t => energy K h (γ t)) '' Icc 0 1) (K * (1 + h ^ 2)) := by
  obtain ⟨hl, hu⟩ := abs_le.mp hh
  have hc : ContinuousOn (fun t => γ t 2) (Icc 0 1) :=
    continuousOn_pi.mp hγ.continuousOn 2
  have h0 : γ 0 2 = -1 := by rw [hγ.start]; simp [spinDown]
  have h1 : γ 1 2 = 1 := by rw [hγ.finish]; simp [spinUp]
  have hmem : -h ∈ Icc (γ 0 2) (γ 1 2) := by
    rw [h0, h1]
    exact ⟨by linarith, by linarith⟩
  -- the path must cross the latitude s_z = -h
  obtain ⟨t, ht, e⟩ := intermediate_value_Icc (zero_le_one' ℝ) hc hmem
  have e' : γ t 2 = -h := e
  constructor
  · refine ⟨t, ht, ?_⟩
    change energy K h (γ t) = _
    rw [energy_eq, e']
    ring
  · rintro _ ⟨u, _, rfl⟩
    change energy K h (γ u) ≤ _
    rw [energy_eq]
    have := mul_nonneg hK (sq_nonneg (γ u 2 + h))
    linarith
```

Q: Do the great circles really satisfy your definition of a path?

A: Yes, for every azimuth. Continuity is checked component by component. For the length, the sum of squares is

$$\sin^2(\pi t)\,(\cos^2\varphi+\sin^2\varphi)+\cos^2(\pi t)=1,$$

and `linear_combination` uses the Pythagorean identity twice, once for $\varphi$ and once for $\pi t$. The endpoints follow by inserting $t=0$ and $t=1$.

```lean
/-- Each half great circle from -z to +z is a reversal path. -/
theorem meridian_isReversalPath (φ : ℝ) : IsReversalPath (meridian φ) where
  continuousOn := by
    have h0 : Continuous fun t : ℝ => Real.sin (Real.pi * t) * Real.cos φ := by fun_prop
    have h1 : Continuous fun t : ℝ => Real.sin (Real.pi * t) * Real.sin φ := by fun_prop
    have h2 : Continuous fun t : ℝ => -Real.cos (Real.pi * t) := by fun_prop
    have hc : Continuous (meridian φ) := by
      refine continuous_pi fun i => ?_
      fin_cases i
      exacts [h0, h1, h2]
    exact hc.continuousOn
  unit := by
    intro t _
    have e : meridian φ t ⬝ᵥ meridian φ t =
        Real.sin (Real.pi * t) * Real.cos φ * (Real.sin (Real.pi * t) * Real.cos φ)
        + Real.sin (Real.pi * t) * Real.sin φ * (Real.sin (Real.pi * t) * Real.sin φ)
        + -Real.cos (Real.pi * t) * -Real.cos (Real.pi * t) := by
      simp [meridian, dotProduct, Fin.sum_univ_three]
    rw [e]
    linear_combination Real.sin (Real.pi * t) ^ 2 * Real.sin_sq_add_cos_sq φ
      + Real.sin_sq_add_cos_sq (Real.pi * t)
  start := by
    ext i
    fin_cases i <;> simp [meridian, spinDown]
  finish := by
    ext i
    fin_cases i <;> simp [meridian, spinUp]
```

For $|h|\le1$ the next theorem inserts $t=\arccos(h)/\pi$ and finds $s_z=-h$, which for $K>0$ locates the top of the barrier explicitly. The word "saddle" in its name means this top: for $K>0$ and $|h|<1$ the energy falls away on both sides along the great circle but stays constant along the latitude, instead of rising there as at an ordinary saddle.

```lean
/-- On a half great circle the energy `K (1 + h²)` is attained at polar angle `arccos h`
measured from -z. -/
theorem meridian_saddle (K φ : ℝ) {h : ℝ} (hh : |h| ≤ 1) :
    energy K h (meridian φ (Real.arccos h / Real.pi)) = K * (1 + h ^ 2) := by
  obtain ⟨hl, hu⟩ := abs_le.mp hh
  have hz : meridian φ (Real.arccos h / Real.pi) 2 = -h := by
    change -Real.cos (Real.pi * (Real.arccos h / Real.pi)) = -h
    rw [mul_div_cancel₀ _ Real.pi_ne_zero, Real.cos_arccos hl hu]
  rw [energy_eq, hz]
  ring
```

Q: What is left for the main theorem?

A: Subtracting $2Kh$, in two directions. To show that the barrier is realised, the proof takes the half great circle with $\varphi=0$ and shifts its peak energy by the starting energy. To show that nothing is lower, it takes any path with greatest rise `b`. That path has a point at energy $K(1+h^2)$, where the rise is $K(1-h)^2$, so `b` is at least this large.

```lean
/-- Stoner-Wohlfarth barrier for a field along the easy axis, with `K ≥ 0` and `|h| ≤ 1`: among all
reversal paths, the least possible value of the maximal energy rise above the starting state -z is
`K (1 - h)²`. -/
theorem stoner_wohlfarth_barrier {K h : ℝ} (hK : 0 ≤ K) (hh : |h| ≤ 1) :
    IsLeast {ΔE : ℝ | ∃ γ, IsReversalPath γ ∧
      IsGreatest ((fun t => energy K h (γ t) - energy K h spinDown) '' Icc 0 1) ΔE}
      (K * (1 - h) ^ 2) := by
  constructor
  · -- a great circle realizes the barrier
    have hm := meridian_isReversalPath 0
    obtain ⟨⟨t, ht, e⟩, hub⟩ := path_peak hK hh hm
    have e' : energy K h (meridian 0 t) = K * (1 + h ^ 2) := e
    refine ⟨meridian 0, hm, ⟨t, ht, ?_⟩, ?_⟩
    · change energy K h (meridian 0 t) - energy K h spinDown = _
      rw [e', energy_spinDown]
      ring
    · rintro _ ⟨u, hu, rfl⟩
      have hle : energy K h (meridian 0 u) ≤ K * (1 + h ^ 2) := hub ⟨u, hu, rfl⟩
      change energy K h (meridian 0 u) - energy K h spinDown ≤ _
      rw [energy_spinDown]
      linarith
  · -- no path can do better
    rintro b ⟨γ, hγ, hb⟩
    obtain ⟨⟨t, ht, e⟩, _⟩ := path_peak hK hh hγ
    have e' : energy K h (γ t) = K * (1 + h ^ 2) := e
    have hle : energy K h (γ t) - energy K h spinDown ≤ b := hb.2 ⟨t, ht, rfl⟩
    rw [e', energy_spinDown] at hle
    linarith
```

Q: A barrier out of $-z$ means little if $-z$ is not a minimum. Is it one?

A: For $K>0$ and $h<1$ it is a strict local minimum on the sphere. The word "metastable" in the theorem's name fits the range $0<h<1$, where $+z$ lies lower; at $h=0$ the two poles have equal energy, and for $h<0$ the state $-z$ is the ground state. The energy difference factorises:

$$E(s)-E(-z)=K(1+s_z)(1-2h-s_z).$$

For a unit spin other than $-z$ the first bracket is positive, and the second is positive when $s_z<1-2h$. If $h<1$, that bound lies above $-1$, so the region includes a neighbourhood of $-z$. The proof first derives $s_z>-1$ from the unit length and the assumption that $s$ is not $-z$, then multiplies the positive factors.

```lean
/-- For `K > 0` the spin along -z has strictly lower energy than every other unit spin
whose z component is below `1 - 2h`. -/
theorem spinDown_metastable {K h : ℝ} (hK : 0 < K) {s : Spin} (hs : s ⬝ᵥ s = 1)
    (hne : s ≠ spinDown) (hz : s 2 < 1 - 2 * h) :
    energy K h spinDown < energy K h s := by
  simp only [dotProduct, Fin.sum_univ_three] at hs
  have hlow : -1 < s 2 := by
    by_contra hcon
    have hle : s 2 ≤ -1 := not_lt.mp hcon
    have hge : -1 ≤ s 2 := by nlinarith [mul_self_nonneg (s 0), mul_self_nonneg (s 1)]
    have h2 : s 2 = -1 := le_antisymm hle hge
    rw [h2] at hs
    have h0 : s 0 = 0 := mul_self_eq_zero.mp
      (by linarith [mul_self_nonneg (s 0), mul_self_nonneg (s 1)])
    have h1 : s 1 = 0 := mul_self_eq_zero.mp
      (by linarith [mul_self_nonneg (s 0), mul_self_nonneg (s 1)])
    apply hne
    ext i
    fin_cases i <;> simp [spinDown, h0, h1, h2]
  -- the energy difference factorizes
  have hpos : 0 < K * (1 + s 2) * (1 - 2 * h - s 2) :=
    mul_pos (mul_pos hK (by linarith)) (by linarith)
  rw [energy_spinDown]
  unfold energy
  linarith
```

Q: And beyond $h=1$? The formula $K(1-h)^2$ starts to grow again.

A: Carrying the formula past its range is the slip to watch for. When $h>1$ the latitude $s_z=-h$ no longer exists on the sphere, so the completed square never vanishes and the formula says nothing about the barrier. The same factorisation with the sign reversed,

$$E(-z)-E(s)=K(1+s_z)(2h-1+s_z),$$

has only non-negative factors for $h\ge1$, since $s_z\ge-1$. No reversal path then rises above its starting energy, which is what `no_barrier_of_one_le` states.

```lean
/-- For `K ≥ 0` and reduced field `h ≥ 1` no reversal path rises above the energy of its starting
state -z. -/
theorem no_barrier_of_one_le {K h : ℝ} (hK : 0 ≤ K) (hh : 1 ≤ h) {γ : ℝ → Spin}
    (hγ : IsReversalPath γ) {t : ℝ} (ht : t ∈ Icc (0 : ℝ) 1) :
    energy K h (γ t) ≤ energy K h spinDown := by
  have hs := hγ.unit t ht
  simp only [dotProduct, Fin.sum_univ_three] at hs
  have hge : -1 ≤ γ t 2 := by
    nlinarith [mul_self_nonneg (γ t 0), mul_self_nonneg (γ t 1)]
  have hpos : 0 ≤ K * (1 + γ t 2) * (2 * h - 1 + γ t 2) :=
    mul_nonneg (mul_nonneg hK (by linarith)) (by linarith)
  rw [energy_spinDown]
  unfold energy
  linarith

end

end StonerWohlfarthBarrier
```

```lean
#print axioms StonerWohlfarthBarrier.meridian_saddle
-- 'StonerWohlfarthBarrier.meridian_saddle' depends on axioms: [propext, Classical.choice, Quot.sound]
#print axioms StonerWohlfarthBarrier.stoner_wohlfarth_barrier
-- 'StonerWohlfarthBarrier.stoner_wohlfarth_barrier' depends on axioms: [propext, Classical.choice, Quot.sound]
#print axioms StonerWohlfarthBarrier.spinDown_metastable
-- 'StonerWohlfarthBarrier.spinDown_metastable' depends on axioms: [propext, Classical.choice, Quot.sound]
#print axioms StonerWohlfarthBarrier.no_barrier_of_one_le
-- 'StonerWohlfarthBarrier.no_barrier_of_one_le' depends on axioms: [propext, Classical.choice, Quot.sound]
```

Q: What can I do with this when I run a nudged elastic band calculation for spins?

A: For this single-spin model with an axial field and $|h|<1$, you have an exact barrier to compare with the computed one. It tests how well your code locates the top of the barrier: a discrete chain of images that misses $s_z=-h$ has a highest image below the true peak when $K>0$. It does not test whether the band has relaxed to the right path, because an unrelaxed continuous path has the same peak.
